# In a linearised SCF iteration, convex mixing cannot beat plain iteration on a mode with response factor between 0 and 1

When an SCF run under EDIIS or ADIIS has come close to a solution but its error falls only slowly, a practical step is to switch from interpolation to a scheme that may extrapolate, such as DIIS. The bound proved here supports that switch where the SCF map can be replaced by its linearisation and the slow error lies along a mode that each SCF step multiplies by a factor $a$ with $0<a<1$. Counted from a point at which the history of iterates starts afresh, $k$ steps leave at least the fraction $a^k$ of that error, however the convex weights are chosen. Plain iteration leaves exactly this fraction. A two-point extrapolation with the right weight removes it.

## Iterates, weights and the linearised map

Let $x_0, x_1, \dots$ be the successive outputs of the SCF map, with $x_0$ the initial guess. They may be read as density matrices. All that is used of them is that they lie in a real vector space $V$, of any dimension and without a norm or inner product.

```lean
import Mathlib

open Finset

namespace SoftModeMixing

noncomputable section

variable {V : Type*} [AddCommGroup V] [Module ℝ V]
```

At step $k$ the iterates $x_0,\dots,x_k$ are available, and the mixing scheme gives them weights $c_{ki}$ with

$$c_{ki}\ge 0,\qquad \sum_{i=0}^{k} c_{ki}=1 .$$

In Lean the weights are an array `c k i`, and `range (k + 1)` is the index set $\{0,\dots,k\}$. Nothing is said about how the weights are found. They may come from minimising an energy model, as in EDIIS and ADIIS, or from a line search, as in optimal damping.

```lean
/-- At every step `k` the weights on the iterates `0, ..., k` are nonnegative and sum to one. -/
def IsConvexWeights (c : ℕ → ℕ → ℝ) : Prop :=
  ∀ k, (∀ i ∈ range (k + 1), 0 ≤ c k i) ∧ ∑ i ∈ range (k + 1), c k i = 1
```

The input to the next SCF step is the weighted combination $\sum_{i=0}^{k} c_{ki}\,x_i$. The same definition will also be applied to real numbers, since $\mathbb{R}$ is itself a real vector space.

```lean
/-- The combination of the iterates `0, ..., k` with the weights of step `k`. -/
def mix (c : ℕ → ℕ → ℝ) (x : ℕ → V) (k : ℕ) : V :=
  ∑ i ∈ range (k + 1), c k i • x i
```

Let $x^*$, written `xs` in the code, be the self-consistent point. Near it the SCF map is replaced by

$$g(x)=x^*+A(x-x^*),$$

where the linear map $A$ is the response of the output to a change of the input. This is an assumption: the nonlinear early phase of a calculation, where interpolation is often valued for its robustness, is not described. Iterates kept from that phase are excluded too, since the history starts at $x_0$. If two of them had errors of opposite sign along a mode, interpolation could cancel the error there.

```lean
/-- The SCF map linearised about the self-consistent point `xs`, with response `A`. -/
def scfStep (A : V →ₗ[ℝ] V) (xs x : V) : V := xs + A (x - xs)
```

## The error along one mode obeys a scalar recursion

A mode is represented by a linear functional $\ell$ on $V$ with $\ell(Av)=a\,\ell(v)$ for all $v$; when $\ell\ne 0$, this is a left eigenvector of the response. The number $a$ is the fraction of a displacement that survives one SCF step, and the mode is soft when $a$ is close to 1. Its existence is a hypothesis, `hℓ`. Write $e_k=\ell(x_k-x^*)$ for the error along the mode.

The iteration is $x_{k+1}=g\big(\sum_i c_{ki}x_i\big)$. Because the weights sum to one, $x^*=\sum_i c_{ki}x^*$, and therefore

$$x_{k+1}-x^*=A\sum_{i=0}^{k}c_{ki}(x_i-x^*),\qquad e_{k+1}=a\sum_{i=0}^{k}c_{ki}\,e_i .$$

In the proof, `h` is the step that moves $x^*$ inside the sum. The rewriting after it cancels $x^*$, applies `hℓ` and takes $\ell$ through the sum.

```lean
/-- Along a mode `ℓ` with response factor `a`, the new error is `a` times the same
combination of the earlier errors. -/
theorem error_recursion {A : V →ₗ[ℝ] V} {ℓ : V →ₗ[ℝ] ℝ} {a : ℝ} {xs : V}
    {c : ℕ → ℕ → ℝ} {x : ℕ → V} (hℓ : ∀ v, ℓ (A v) = a * ℓ v) (hc : IsConvexWeights c)
    (hx : ∀ k, x (k + 1) = scfStep A xs (mix c x k)) (k : ℕ) :
    ℓ (x (k + 1) - xs) = a * mix c (fun i => ℓ (x i - xs)) k := by
  -- weights that sum to one carry the fixed point through the combination
  have h : mix c x k - xs = ∑ i ∈ range (k + 1), c k i • (x i - xs) := by
    simp only [mix, smul_sub, Finset.sum_sub_distrib, ← Finset.sum_smul, (hc k).2, one_smul]
  rw [hx k, scfStep, add_sub_cancel_left, hℓ, h, map_sum]
  simp only [mix, map_smul]
```

## The lower bound

Suppose $0\le a\le 1$ and $e_0\ge 0$. The claim is $e_k\ge a^k e_0$ for every $k$.

For $k=0$ it is an equality. For $k+1$, assume that it holds for all $i\le k$. Since $a\le 1$, we have $a^i\ge a^k$, so each earlier error satisfies $e_i\ge a^i e_0\ge a^k e_0$. An average with nonnegative weights is no smaller than a common lower bound:

$$\sum_{i=0}^{k}c_{ki}\,e_i\ \ge\ a^k e_0 .$$

Multiplying by $a\ge 0$ gives $e_{k+1}\ge a^{k+1}e_0$.

The induction must be strong, because the average reaches back to all earlier iterates. The inequality for the average is `hm` in the code, and the final `calc` multiplies it by $a$.

```lean
/-- If `0 ≤ a ≤ 1`, the initial error is nonnegative, and each new error is `a` times a convex
combination of all earlier ones, then the error after `k` steps is at least `a ^ k` times the
initial error. -/
theorem pow_mul_le_error {a : ℝ} {c : ℕ → ℕ → ℝ} {e : ℕ → ℝ} (ha0 : 0 ≤ a) (ha1 : a ≤ 1)
    (h0 : 0 ≤ e 0) (hc : IsConvexWeights c) (he : ∀ k, e (k + 1) = a * mix c e k) (k : ℕ) :
    a ^ k * e 0 ≤ e k := by
  induction k using Nat.strong_induction_on with
  | _ k ih =>
    cases k with
    | zero => simp
    | succ k =>
      -- every earlier error is at least `a ^ k * e 0`, hence so is their average
      have hm : a ^ k * e 0 ≤ mix c e k := by
        calc a ^ k * e 0 = ∑ i ∈ range (k + 1), c k i * (a ^ k * e 0) := by
              rw [← Finset.sum_mul, (hc k).2, one_mul]
          _ ≤ mix c e k := by
              unfold mix
              refine Finset.sum_le_sum fun i hi => ?_
              have hik : i < k + 1 := Finset.mem_range.mp hi
              rw [smul_eq_mul]
              refine mul_le_mul_of_nonneg_left ?_ ((hc k).1 i hi)
              exact (mul_le_mul_of_nonneg_right
                (pow_le_pow_of_le_one ha0 ha1 (by omega)) h0).trans (ih i hik)
      calc a ^ (k + 1) * e 0 = a * (a ^ k * e 0) := by ring
        _ ≤ a * mix c e k := mul_le_mul_of_nonneg_left hm ha0
        _ = e (k + 1) := (he k).symm
```

The smallest cases show where the freedom lies. At the first step only $x_0$ is available, so $c_{00}=1$ and $e_1=ae_0$ for every scheme. The first real choice affects $e_2=a(c_{10}+a\,c_{11})e_0$, which is smallest at $c_{11}=1$, where it equals $a^2e_0$. At the limit $a=1$ the error never changes at all.

The condition $a\ge 0$ matters. Take $a=-\tfrac12$ and $e_0=1$, so that $e_1=-\tfrac12$. The convex weights $c_{10}=\tfrac13$, $c_{11}=\tfrac23$ give $e_2=0$, below $a^2e_0=\tfrac14$. A mode that overshoots changes sign, and interpolation can then cancel it.

## Equality means plain iteration

Now let $0<a<1$ and $e_0>0$. The bound is attained at every step exactly when $c_{kk}=1$ for all $k$, which means that each SCF step starts from the newest iterate alone.

Suppose first that $e_k=a^ke_0$ for all $k$. Dividing the recursion by $a$ gives $\sum_i c_{ki}e_i=a^ke_0$, and hence

$$\sum_{i=0}^{k}c_{ki}\,(a^i-a^k)\,e_0=0 .$$

Every term is nonnegative, so every term vanishes. For $i<k$ the bracket is strictly positive, which forces $c_{ki}=0$, and the remaining weight is $c_{kk}=1$. Conversely, if $c_{kk}=1$, the other weights are nonnegative and sum to zero, so they vanish. The recursion becomes $e_{k+1}=ae_k$, and ordinary induction finishes the argument.

In Lean, `hzero` says that each term is zero and `hold` that the older weights vanish. The theorem is stated for the scalar recursion, which `error_recursion` supplies for the SCF errors.

```lean
/-- Let `0 < a < 1`, let the initial error be positive, and let each new error be `a` times a convex
combination of all earlier ones. Then the error equals `a ^ k` times the initial error at every step
exactly when each step puts its full weight on the newest iterate. -/
theorem error_eq_pow_iff {a : ℝ} {c : ℕ → ℕ → ℝ} {e : ℕ → ℝ} (ha0 : 0 < a) (ha1 : a < 1)
    (h0 : 0 < e 0) (hc : IsConvexWeights c) (he : ∀ k, e (k + 1) = a * mix c e k) :
    (∀ k, e k = a ^ k * e 0) ↔ ∀ k, c k k = 1 := by
  constructor
  · intro h k
    have hs : mix c e k = a ^ k * e 0 := by
      have h1 := he k
      rw [h (k + 1), pow_succ] at h1
      exact mul_left_cancel₀ ha0.ne' (by linear_combination -h1)
    have hz : ∑ i ∈ range (k + 1), c k i * (e i - a ^ k * e 0) = 0 := by
      simp only [mix, smul_eq_mul] at hs
      simp only [mul_sub, Finset.sum_sub_distrib, ← Finset.sum_mul, (hc k).2]
      linarith
    have hn : ∀ i ∈ range (k + 1), 0 ≤ c k i * (e i - a ^ k * e 0) := by
      intro i hi
      have hik : i < k + 1 := Finset.mem_range.mp hi
      refine mul_nonneg ((hc k).1 i hi) ?_
      rw [h i]
      exact sub_nonneg.mpr (mul_le_mul_of_nonneg_right
        (pow_le_pow_of_le_one ha0.le ha1.le (by omega)) h0.le)
    have hzero := (Finset.sum_eq_zero_iff_of_nonneg hn).mp hz
    -- older iterates have strictly larger errors, so their weights vanish
    have hold : ∀ i ∈ range k, c k i = 0 := by
      intro i hi
      have hik : i < k := Finset.mem_range.mp hi
      refine (mul_eq_zero.mp (hzero i (Finset.mem_range.mpr (by omega)))).resolve_right ?_
      rw [h i]
      exact (sub_pos.mpr (mul_lt_mul_of_pos_right
        (pow_lt_pow_right_of_lt_one₀ ha0 ha1 hik) h0)).ne'
    have hsum := (hc k).2
    rwa [Finset.sum_range_succ, Finset.sum_eq_zero hold, zero_add] at hsum
  · intro h k
    induction k with
    | zero => simp
    | succ k ih =>
      have hr : ∑ i ∈ range k, c k i = 0 := by
        have hsum := (hc k).2
        rw [Finset.sum_range_succ, h k] at hsum
        linarith
      have hz := (Finset.sum_eq_zero_iff_of_nonneg (fun i hi => (hc k).1 i
        (Finset.mem_range.mpr (by have := Finset.mem_range.mp hi; omega)))).mp hr
      rw [he k, mix, Finset.sum_range_succ,
        Finset.sum_eq_zero (fun i hi => by rw [hz i hi, zero_smul]), h k, ih]
      simp only [smul_eq_mul]
      ring
```

## The bound for SCF steps, and the number of steps it costs

Putting the recursion into the scalar bound gives $\ell(x_k-x^*)\ge a^k\,\ell(x_0-x^*)$ for the vector iteration. The hypothesis `h0` asks for a nonnegative initial error. If it is negative, $-\ell$ is a functional with the same factor $a$, and the bound applies to that.

```lean
/-- In a linearised SCF iteration fed with convex combinations of earlier iterates, the error along
a mode with response factor `0 ≤ a ≤ 1` is at least `a ^ k` times its initial value, provided that
this initial value is nonnegative. -/
theorem soft_mode_lower_bound {A : V →ₗ[ℝ] V} {ℓ : V →ₗ[ℝ] ℝ} {a : ℝ} {xs : V}
    {c : ℕ → ℕ → ℝ} {x : ℕ → V} (ha0 : 0 ≤ a) (ha1 : a ≤ 1)
    (hℓ : ∀ v, ℓ (A v) = a * ℓ v) (hc : IsConvexWeights c)
    (hx : ∀ k, x (k + 1) = scfStep A xs (mix c x k)) (h0 : 0 ≤ ℓ (x 0 - xs)) (k : ℕ) :
    a ^ k * ℓ (x 0 - xs) ≤ ℓ (x k - xs) :=
  pow_mul_le_error (e := fun i => ℓ (x i - xs)) ha0 ha1 h0 hc (error_recursion hℓ hc hx) k
```

Suppose that the soft-mode error after $k$ steps is at most $\varepsilon e_0$, with $0<a<1$ and $e_0>0$. Then $a^k e_0\le e_k\le\varepsilon e_0$, so $a^k\le\varepsilon$ and $k\log a\le\log\varepsilon$. Dividing by the negative number $\log a$ reverses the inequality:

$$k\ \ge\ \frac{\log\varepsilon}{\log a}.$$

For $a=0.9$ and $\varepsilon=10^{-3}$ this means at least 66 SCF steps. The lemma `div_le_iff_of_neg` performs the reversal.

```lean
/-- Reducing the soft-mode error to a fraction `ε` of its initial value by interpolation takes at
least `log ε / log a` SCF steps, for a response factor `0 < a < 1` and a positive initial error. -/
theorem steps_lower_bound {A : V →ₗ[ℝ] V} {ℓ : V →ₗ[ℝ] ℝ} {a ε : ℝ} {xs : V}
    {c : ℕ → ℕ → ℝ} {x : ℕ → V} (ha0 : 0 < a) (ha1 : a < 1)
    (hℓ : ∀ v, ℓ (A v) = a * ℓ v) (hc : IsConvexWeights c)
    (hx : ∀ k, x (k + 1) = scfStep A xs (mix c x k)) (h0 : 0 < ℓ (x 0 - xs)) {k : ℕ}
    (hε : ℓ (x k - xs) ≤ ε * ℓ (x 0 - xs)) : Real.log ε / Real.log a ≤ k := by
  have h := soft_mode_lower_bound ha0.le ha1.le hℓ hc hx h0.le k
  have hp : a ^ k ≤ ε := le_of_mul_le_mul_right (h.trans hε) h0
  have hl := Real.log_le_log (pow_pos ha0 k) hp
  rw [Real.log_pow] at hl
  exact (div_le_iff_of_neg (Real.log_neg ha0 ha1)).mpr hl
```

## The weight that cancels the error is larger than one

Next, combine the starting point and its SCF output with weights that still sum to one but need not be nonnegative, $(1-t)x_0+t\,g(x_0)$. Its error along the mode is

$$(1-t)e_0+t\,a\,e_0=\big(1-t(1-a)\big)e_0 .$$

For $e_0\ne 0$ this vanishes exactly when $t=1/(1-a)$. Since $0<a<1$, this $t$ exceeds 1, and the weight on $x_0$ is $1-t=-a/(1-a)<0$, so the combination is an extrapolation. The displayed formula is `key` in the proof.

```lean
/-- For `0 < a < 1`, a two-point combination with weight `1 - t` on the starting point and `t` on
its SCF output cancels a nonzero soft-mode error exactly when `t = 1 / (1 - a)`, and this weight is
larger than one. -/
theorem cancel_iff_extrapolate {A : V →ₗ[ℝ] V} {ℓ : V →ₗ[ℝ] ℝ} {a : ℝ} {xs x₀ : V}
    (ha0 : 0 < a) (ha1 : a < 1) (hℓ : ∀ v, ℓ (A v) = a * ℓ v) (h0 : ℓ (x₀ - xs) ≠ 0) :
    (∀ t : ℝ, ℓ ((1 - t) • x₀ + t • scfStep A xs x₀ - xs) = 0 ↔ t = 1 / (1 - a)) ∧
      1 < 1 / (1 - a) := by
  constructor
  · intro t
    have hv : (1 - t) • x₀ + t • scfStep A xs x₀ - xs
        = (1 - t) • (x₀ - xs) + t • A (x₀ - xs) := by
      unfold scfStep
      module
    have key : ℓ ((1 - t) • x₀ + t • scfStep A xs x₀ - xs)
        = (1 - t * (1 - a)) * ℓ (x₀ - xs) := by
      rw [hv, map_add, map_smul, map_smul, hℓ, smul_eq_mul, smul_eq_mul]
      ring
    rw [key, mul_eq_zero, or_iff_left h0, eq_div_iff (sub_ne_zero.mpr ha1.ne')]
    constructor <;> intro h <;> linarith
  · rw [lt_div_iff₀ (by linarith)]
    linarith
```

Only the component along $\ell$ is controlled here; errors along other modes need not shrink. If the whole initial error is an eigenvector of the response, $A(x_0-x^*)=a(x_0-x^*)$, nothing else is left, and

$$g(x_0)-a x_0=x^*+a(x_0-x^*)-a x_0=(1-a)x^* .$$

Division by $1-a$ gives the self-consistent point itself. This needs only $a\ne 1$, and it takes $a$ as known. For $0<a<1$ the combination is the extrapolation found above; for $a<0$ both weights are positive and it is an interpolation. In terms of errors, $e_1=ae_0$ gives $(e_1-ae_0)/(1-a)=0$.

```lean
/-- If the initial error is an eigenvector of the response with eigenvalue `a ≠ 1`, one SCF step,
followed by combining its output and its input with weights `1 / (1 - a)` and `-a / (1 - a)`, gives
the self-consistent point exactly. -/
theorem extrapolation_exact {A : V →ₗ[ℝ] V} {a : ℝ} {xs x₀ : V} (ha : a ≠ 1)
    (h : A (x₀ - xs) = a • (x₀ - xs)) :
    (1 - a)⁻¹ • (scfStep A xs x₀ - a • x₀) = xs := by
  have hv : scfStep A xs x₀ - a • x₀ = (1 - a) • xs := by
    rw [scfStep, h]
    module
  rw [hv, smul_smul, inv_mul_cancel₀ (sub_ne_zero.mpr ha.symm), one_smul]
```

## A two-mode run that satisfies the assumptions

A small example confirms that the assumptions of the bound are consistent. Let $V=\mathbb{R}^2$ and $x^*=0$, with a response that multiplies the first coordinate by $\tfrac12$ and the second by $\tfrac14$.

```lean
/-- A response with two modes, of factors `1/2` and `1/4`. -/
def twoMode : ℝ × ℝ →ₗ[ℝ] ℝ × ℝ :=
  LinearMap.prodMap ((1 / 2 : ℝ) • LinearMap.id) ((1 / 4 : ℝ) • LinearMap.id)
```

The weights are $c_{k0}=1$ and $c_{ki}=0$ for $i>0$, so every step restarts from the initial guess.

```lean
/-- Weights that always select the initial iterate. -/
def restartWeights (_k i : ℕ) : ℝ := if i = 0 then 1 else 0
```

From $x_0=(1,1)$, every later iterate is then $g(x_0)=(\tfrac12,\tfrac14)$.

```lean
/-- The iterates `(1, 1), (1/2, 1/4), (1/2, 1/4), ...`. -/
def restartRun (k : ℕ) : ℝ × ℝ := if k = 0 then (1, 1) else (1 / 2, 1 / 4)
```

With $\ell$ the first coordinate and $a=\tfrac12$, the errors are $1,\tfrac12,\tfrac12,\dots$, which stay above $2^{-k}$ from $k=2$ on. Convex mixing can therefore be much slower than plain iteration. The theorem checks the weights, the mode condition, the iteration and the positive initial error in turn.

```lean
/-- The two-mode response with restart weights meets the hypotheses of the soft-mode bound,
with the first coordinate as the mode and `a = 1/2`. -/
theorem soft_mode_witness :
    IsConvexWeights restartWeights ∧
      (∀ v, LinearMap.fst ℝ ℝ ℝ (twoMode v) = 1 / 2 * LinearMap.fst ℝ ℝ ℝ v) ∧
      (∀ k, restartRun (k + 1) = scfStep twoMode 0 (mix restartWeights restartRun k)) ∧
      0 < LinearMap.fst ℝ ℝ ℝ (restartRun 0 - 0) := by
  refine ⟨fun k => ⟨fun i _ => ?_, ?_⟩, fun v => ?_, fun k => ?_, ?_⟩
  · unfold restartWeights
    split_ifs <;> norm_num
  · simp [restartWeights]
  · simp [twoMode]
  · have hm : mix restartWeights restartRun k = (1, 1) := by
      rw [mix, Finset.sum_eq_single 0]
      · simp [restartWeights, restartRun]
      · intro i _ hi
        simp [restartWeights, hi]
      · intro h
        simp at h
    rw [hm]
    simp [restartRun, scfStep, twoMode]
  · simp [restartRun]

end

end SoftModeMixing
```

```lean
#print axioms SoftModeMixing.soft_mode_lower_bound
-- 'SoftModeMixing.soft_mode_lower_bound' depends on axioms: [propext, Classical.choice, Quot.sound]
#print axioms SoftModeMixing.steps_lower_bound
-- 'SoftModeMixing.steps_lower_bound' depends on axioms: [propext, Classical.choice, Quot.sound]
#print axioms SoftModeMixing.cancel_iff_extrapolate
-- 'SoftModeMixing.cancel_iff_extrapolate' depends on axioms: [propext, Classical.choice, Quot.sound]
#print axioms SoftModeMixing.extrapolation_exact
-- 'SoftModeMixing.extrapolation_exact' depends on axioms: [propext, Classical.choice, Quot.sound]
```
